# The Tavard relation for fast-electron scattering from a 1s² product state

A beam of fast electrons crosses a gas of helium atoms. The detector records the intensity at each momentum transfer q without resolving energy loss, so elastic and inelastic collisions are counted together. What does the area under that curve say about the potential energy of the atom?

Within the first Born approximation, Tavard's relation links the area to the mean potential energy for a general state, once the Rutherford factor, proportional to 1/q⁴, has been divided out of the intensity and a constant subtracted. Here the area is evaluated for one family of states: two electrons in the same orbital exp(-zr), with z > 0, around a nucleus of charge Z. Atomic units are used throughout.

```lean
import Mathlib

open MeasureTheory Set Filter Topology Real

namespace TavardHeliumLike

noncomputable section
```

The exponent z is often written ζ. `density z r` is the normalised radial density ρ(r) of one electron, with the factor 4πr² already included.

```lean
/-- Radial density of one electron in a 1s orbital with exponent `z`. -/
def density (z r : ℝ) : ℝ := 4 * z ^ 3 * r ^ 2 * Real.exp (-(2 * z * r))
```

The form factor F(q) is the integral of ρ(r) sinc(qr) over r > 0, written `Ioi 0`. Here sinc x = sin x / x, with sinc 0 = 1.

```lean
/-- Form factor of one 1s electron: the spherically averaged Fourier transform of its density
at momentum transfer `q`. -/
def formFactor (z q : ℝ) : ℝ := ∫ r in Ioi (0 : ℝ), density z r * Real.sinc (q * r)
```

With the Rutherford factor removed, the intensity I(q) is an elastic part (Z - 2F)² plus an inelastic part 2(1 - F²). This formula is a definition. It rests on the product state, the first Born approximation without exchange between the beam and the atom, and a sum over all final states at fixed q. Measured data meet these assumptions only approximately.

```lean
/-- Total intensity of fast electrons scattered by a nucleus of charge `Z` with two 1s electrons,
the Rutherford factor removed: elastic part plus inelastic part. -/
def intensity (Z z q : ℝ) : ℝ :=
  (Z - 2 * formFactor z q) ^ 2 + 2 * (1 - formFactor z q ^ 2)
```

## (a) Exponential tails

Show that for a > 0 and n = 0, 1, 2, …

r^n exp(-ar) → 0 as r → ∞.

**Solution.** Put x = ar. The expression is a^(-n) x^n exp(-x). Since exp(x) ≥ x^(n+1)/(n+1)! for x > 0, it is at most a^(-n) (n+1)!/x, which tends to 0. Lean takes the limit for a = 1 from Mathlib and rescales it.

```lean
/-- For `a > 0` an exponential tail suppresses every power of the distance. -/
theorem tendsto_pow_mul_exp {a : ℝ} (ha : 0 < a) (n : ℕ) :
    Tendsto (fun r : ℝ => r ^ n * Real.exp (-(a * r))) atTop (𝓝 0) := by
  have h := ((Real.tendsto_pow_mul_exp_neg_atTop_nhds_zero n).comp
    (tendsto_id.const_mul_atTop ha)).const_mul ((a ^ n)⁻¹)
  rw [mul_zero] at h
  refine h.congr fun r => ?_
  have hn : a ^ n ≠ 0 := pow_ne_zero _ ha.ne'
  simp only [Function.comp_apply, id_eq, mul_pow]
  rw [mul_assoc (a ^ n), inv_mul_cancel_left₀ hn]
```

## (b) Radial moments

Show that for a > 0

∫₀^∞ r^n exp(-ar) dr = n!/a^(n+1).

**Solution.** The same substitution gives a^(-n-1) ∫₀^∞ x^n exp(-x) dx = a^(-n-1) Γ(n+1), and Γ(n+1) = n!.

```lean
/-- Radial moments of an exponential with decay constant `a > 0`. -/
theorem integral_pow_mul_exp {a : ℝ} (ha : 0 < a) (n : ℕ) :
    ∫ r in Ioi (0 : ℝ), r ^ n * Real.exp (-(a * r)) = (n.factorial : ℝ) / a ^ (n + 1) := by
  have h := Real.integral_rpow_mul_exp_neg_mul_Ioi (a := (n : ℝ) + 1) (r := a)
    (by positivity) ha
  have hp : (1 / a) ^ ((n : ℝ) + 1) = (1 / a) ^ (n + 1) := by
    exact_mod_cast Real.rpow_natCast (1 / a) (n + 1)
  rw [Real.Gamma_nat_eq_factorial, hp] at h
  simp only [add_sub_cancel_right, Real.rpow_natCast] at h
  rw [h, one_div, inv_pow, div_eq_mul_inv, mul_comm]
```

## (c) A damped sine integral

Show that for a > 0 and real q

∫₀^∞ r exp(-ar) sin(qr) dr = 2aq/(a² + q²)².

**Solution.** Let D = a² + q², A = qr/D + 2aq/D² and B = ar/D + (a² - q²)/D². Take

G(r) = -exp(-ar) [A cos(qr) + B sin(qr)].

In G′ the factor multiplying exp(-ar) cos(qr) is aA - qB - q/D = 0. The factor multiplying exp(-ar) sin(qr) is aB + qA - a/D = r. So G′ is the integrand. By (a), G → 0 at infinity, and the integral is -G(0) = 2aq/D².

In Lean, `hb` extends (a) to bounded oscillating factors, `hlim` is the limit of G, and the last `field_simp` and `ring` check G′. Lean gives a non-integrable function the integral 0, so the positive value in (b) proves the integrability `hI`.

```lean
/-- The sine transform of `r exp(-a r)` for `a > 0`. -/
theorem integral_mul_exp_mul_sin {a : ℝ} (ha : 0 < a) (q : ℝ) :
    ∫ r in Ioi (0 : ℝ), r * Real.exp (-(a * r)) * Real.sin (q * r)
      = 2 * a * q / (a ^ 2 + q ^ 2) ^ 2 := by
  have hD : a ^ 2 + q ^ 2 ≠ 0 := by positivity
  have hI : IntegrableOn (fun r : ℝ => r ^ 1 * Real.exp (-(a * r))) (Ioi 0) := by
    by_contra hc
    have h := integral_pow_mul_exp ha 1
    rw [integral_undef hc] at h
    have : (0 : ℝ) < (Nat.factorial 1 : ℝ) / a ^ (1 + 1) := by positivity
    linarith
  have hint : IntegrableOn
      (fun r : ℝ => r * Real.exp (-(a * r)) * Real.sin (q * r)) (Ioi 0) := by
    refine Integrable.mono hI (Continuous.aestronglyMeasurable (by fun_prop))
      (Eventually.of_forall fun r => ?_)
    show ‖r * Real.exp (-(a * r)) * Real.sin (q * r)‖ ≤ ‖r ^ 1 * Real.exp (-(a * r))‖
    rw [pow_one, norm_mul (r * Real.exp (-(a * r))) (Real.sin (q * r))]
    exact mul_le_of_le_one_right (norm_nonneg _) (Real.abs_sin_le_one _)
  -- bounded oscillations do not spoil the decay
  have hb : ∀ (n : ℕ) (u : ℝ → ℝ), (∀ r, |u r| ≤ 1) →
      Tendsto (fun r : ℝ => r ^ n * Real.exp (-(a * r)) * u r) atTop (𝓝 0) := by
    intro n u hu
    have h := (tendsto_pow_mul_exp ha n).norm
    rw [norm_zero] at h
    refine squeeze_zero_norm (fun r => ?_) h
    rw [norm_mul (r ^ n * Real.exp (-(a * r))) (u r)]
    exact mul_le_of_le_one_right (norm_nonneg _) (hu r)
  have hC := fun n => hb n (fun r => Real.cos (q * r)) (fun r => Real.abs_cos_le_one _)
  have hS := fun n => hb n (fun r => Real.sin (q * r)) (fun r => Real.abs_sin_le_one _)
  have hlim : Tendsto (fun r : ℝ => -(Real.exp (-(a * r)) *
      (Real.cos (q * r) * (q / (a ^ 2 + q ^ 2) * r + 2 * a * q / (a ^ 2 + q ^ 2) ^ 2)
      + Real.sin (q * r) * (a / (a ^ 2 + q ^ 2) * r
        + (a ^ 2 - q ^ 2) / (a ^ 2 + q ^ 2) ^ 2)))) atTop (𝓝 0) := by
    have h := ((((hC 1).const_mul (q / (a ^ 2 + q ^ 2))).add
      ((hC 0).const_mul (2 * a * q / (a ^ 2 + q ^ 2) ^ 2))).add
      (((hS 1).const_mul (a / (a ^ 2 + q ^ 2))).add
      ((hS 0).const_mul ((a ^ 2 - q ^ 2) / (a ^ 2 + q ^ 2) ^ 2)))).neg
    simp only [mul_zero, add_zero, neg_zero] at h
    exact h.congr fun r => by ring
  rw [integral_Ioi_of_hasDerivAt_of_tendsto' (fun r _ => ?_) hint hlim]
  · simp only [mul_zero, neg_zero, Real.exp_zero, Real.cos_zero, Real.sin_zero]
    ring
  · have hq := (hasDerivAt_id' r).const_mul q
    have he := ((hasDerivAt_id' r).const_mul a).fun_neg.exp
    have hl := fun c d : ℝ => ((hasDerivAt_id' r).const_mul c).add_const d
    refine (he.fun_mul ((hq.cos.fun_mul (hl _ _)).fun_add
      (hq.sin.fun_mul (hl _ _)))).fun_neg.congr_deriv ?_
    field_simp
    ring
```

## (d) The form factor in closed form

Show that for every real q

F(q) = 1/(1 + q²/(4z²))².

**Solution.** At q = 0, (b) gives F = 4z³ · 2/(2z)³ = 1. For q ≠ 0, sinc(qr) = sin(qr)/(qr) removes one power of r, and (c) with a = 2z gives

F = (4z³/q) · 4zq/(4z² + q²)² = 16z⁴/(4z² + q²)²,

which is the stated form. The Lean proof splits into the same two cases.

```lean
/-- The form factor of a 1s electron with exponent `z > 0` is a squared Lorentzian. -/
theorem formFactor_eq {z : ℝ} (hz : 0 < z) (q : ℝ) :
    formFactor z q = 1 / (1 + q ^ 2 / (4 * z ^ 2)) ^ 2 := by
  have h2z : 0 < 2 * z := by positivity
  unfold formFactor
  rcases eq_or_ne q 0 with rfl | hq
  · have h : ∀ r, density z r * Real.sinc (0 * r)
        = 4 * z ^ 3 * (r ^ 2 * Real.exp (-(2 * z * r))) := by
      intro r
      simp only [density, zero_mul, Real.sinc_zero]
      ring
    simp only [h]
    rw [integral_const_mul, integral_pow_mul_exp h2z 2,
      show ((Nat.factorial 2 : ℕ) : ℝ) = 2 by norm_num [Nat.factorial],
      show 1 + (0 : ℝ) ^ 2 / (4 * z ^ 2) = 1 by simp]
    field_simp
    ring
  · have h : ∀ r ∈ Ioi (0 : ℝ), density z r * Real.sinc (q * r)
        = 4 * z ^ 3 / q * (r * Real.exp (-(2 * z * r)) * Real.sin (q * r)) := by
      intro r hr
      have hr0 : r ≠ 0 := (mem_Ioi.mp hr).ne'
      rw [density, Real.sinc_of_ne_zero (mul_ne_zero hq hr0)]
      field_simp
    rw [setIntegral_congr_fun measurableSet_Ioi h, integral_const_mul,
      integral_mul_exp_mul_sin h2z q,
      show 1 + q ^ 2 / (4 * z ^ 2) = ((2 * z) ^ 2 + q ^ 2) / (4 * z ^ 2) by
        field_simp
        ring]
    have hD : (2 * z) ^ 2 + q ^ 2 ≠ 0 := by positivity
    generalize (2 * z) ^ 2 + q ^ 2 = D at hD ⊢
    field_simp
    ring
```

## (e) A recursion for Lorentzian powers

Let J_m = ∫₀^∞ dx/(1 + x²)^m. Show that for n ≥ 0

J_(n+2) = (2n+1)/(2n+2) · J_(n+1).

**Solution.** Differentiate x/(1 + x²)^(n+1) and write x² = (1 + x²) - 1 in the numerator:

d/dx [x/(1 + x²)^(n+1)] = (2n+2)/(1 + x²)^(n+2) - (2n+1)/(1 + x²)^(n+1).

The bracket vanishes at 0 and, being at most 1/x, at infinity. Integrating gives 0 = (2n+2) J_(n+2) - (2n+1) J_(n+1). The facts `hI`, `hlim` and `hd` supply convergence, the limit and the derivative.

```lean
/-- For natural `n`, raising the power of the unit Lorentzian from `n + 1` to `n + 2` multiplies its
integral over the half-line by `(2n + 1)/(2n + 2)`. -/
theorem lorentz_step (n : ℕ) :
    ∫ x in Ioi (0 : ℝ), 1 / (1 + x ^ 2) ^ (n + 2)
      = (2 * (n : ℝ) + 1) / (2 * (n : ℝ) + 2)
        * ∫ x in Ioi (0 : ℝ), 1 / (1 + x ^ 2) ^ (n + 1) := by
  have hle : ∀ (k : ℕ) (x : ℝ), 1 + x ^ 2 ≤ (1 + x ^ 2) ^ (k + 1) := fun k x =>
    le_self_pow₀ (by nlinarith [sq_nonneg x]) (by omega)
  have hI : ∀ k : ℕ, IntegrableOn (fun x : ℝ => 1 / (1 + x ^ 2) ^ (k + 1)) (Ioi 0) := by
    intro k
    refine Integrable.mono' integrable_inv_one_add_sq.integrableOn
      (Measurable.aestronglyMeasurable (by fun_prop)) (Eventually.of_forall fun x => ?_)
    rw [Real.norm_of_nonneg (by positivity), ← one_div]
    exact one_div_le_one_div_of_le (by positivity) (hle k x)
  have hlim : Tendsto (fun x : ℝ => x / (1 + x ^ 2) ^ (n + 1)) atTop (𝓝 0) := by
    refine squeeze_zero' ?_ ?_ tendsto_inv_atTop_zero
    · filter_upwards [eventually_gt_atTop 0] with x hx
      positivity
    · filter_upwards [eventually_gt_atTop 0] with x hx
      rw [div_le_iff₀ (by positivity)]
      have h1 : x⁻¹ * (1 + x ^ 2) = x⁻¹ + x := by field_simp
      have h2 := mul_le_mul_of_nonneg_left (hle n x) (inv_pos.mpr hx).le
      linarith [inv_pos.mpr hx]
  have hd : ∀ x ∈ Ici (0 : ℝ), HasDerivAt (fun x : ℝ => x / (1 + x ^ 2) ^ (n + 1))
      ((2 * (n : ℝ) + 2) * (1 / (1 + x ^ 2) ^ (n + 2))
        - (2 * (n : ℝ) + 1) * (1 / (1 + x ^ 2) ^ (n + 1))) x := by
    intro x _
    have hw : HasDerivAt (fun x : ℝ => 1 + x ^ 2) (2 * x) x :=
      ((hasDerivAt_pow 2 x).const_add 1).congr_deriv (by norm_num)
    have h0 : 1 + x ^ 2 ≠ 0 := by positivity
    refine ((hasDerivAt_id' x).fun_div (hw.fun_pow (n + 1))
      (pow_ne_zero _ h0)).congr_deriv ?_
    have hp : (1 + x ^ 2) ^ n ≠ 0 := pow_ne_zero _ h0
    rw [Nat.add_sub_cancel, pow_succ _ (n + 1), pow_succ _ n]
    push_cast
    generalize (1 + x ^ 2) ^ n = p at hp ⊢
    field_simp
    ring
  have h := integral_Ioi_of_hasDerivAt_of_tendsto' hd
    (((hI (n + 1)).const_mul _).sub ((hI n).const_mul _)) hlim
  rw [integral_sub ((hI (n + 1)).const_mul _) ((hI n).const_mul _),
    integral_const_mul, integral_const_mul] at h
  simp only [zero_div, sub_zero] at h
  rw [div_mul_eq_mul_div, eq_div_iff (by positivity)]
  linarith
```

## (f) Two values

Show that

J_2 = π/4 and J_4 = 5π/32.

**Solution.** Start from J_1 = π/2. Then J_2 = (1/2)(π/2) = π/4, J_3 = (3/4)(π/4) = 3π/16 and J_4 = (5/6)(3π/16) = 5π/32.

```lean
/-- The integrals of the second and fourth powers of the unit Lorentzian over the half-line. -/
theorem lorentz_integrals :
    ∫ x in Ioi (0 : ℝ), 1 / (1 + x ^ 2) ^ 2 = π / 4 ∧
    ∫ x in Ioi (0 : ℝ), 1 / (1 + x ^ 2) ^ 4 = 5 * π / 32 := by
  have h0 : ∫ x in Ioi (0 : ℝ), 1 / (1 + x ^ 2) ^ (0 + 1) = π / 2 := by
    simp [integral_Ioi_inv_one_add_sq]
  have h1 : ∫ x in Ioi (0 : ℝ), 1 / (1 + x ^ 2) ^ 2 = π / 4 :=
    (lorentz_step 0).trans (by rw [h0]; push_cast; ring)
  have h2 : ∫ x in Ioi (0 : ℝ), 1 / (1 + x ^ 2) ^ 3 = 3 * π / 16 :=
    (lorentz_step 1).trans (by
      change _ * (∫ x in Ioi (0 : ℝ), 1 / (1 + x ^ 2) ^ 2) = _
      rw [h1]; push_cast; ring)
  refine ⟨h1, (lorentz_step 2).trans ?_⟩
  change _ * (∫ x in Ioi (0 : ℝ), 1 / (1 + x ^ 2) ^ 3) = _
  rw [h2]; push_cast; ring
```

## (g) Momentum in units of 2z

Show that for k ≥ 1

∫₀^∞ F(q)^k dq = 2z J_(2k).

**Solution.** Put q = 2zx. Then dq = 2z dx, and (d) turns F^k into 1/(1 + x²)^(2k).

```lean
/-- For `z > 0`, measuring `q` in units of `2z` reduces integrals of powers of the form factor
to Lorentzian integrals. -/
theorem integral_formFactor_pow {z : ℝ} (hz : 0 < z) (k : ℕ) :
    ∫ q in Ioi (0 : ℝ), formFactor z q ^ k
      = 2 * z * ∫ x in Ioi (0 : ℝ), 1 / (1 + x ^ 2) ^ (2 * k) := by
  have h := integral_comp_mul_left_Ioi (fun x : ℝ => 1 / (1 + x ^ 2) ^ (2 * k)) 0
    (b := (2 * z)⁻¹) (by positivity)
  simp only [mul_zero, inv_inv, smul_eq_mul] at h
  rw [← h]
  refine setIntegral_congr_fun measurableSet_Ioi fun q _ => ?_
  show formFactor z q ^ k = 1 / (1 + ((2 * z)⁻¹ * q) ^ 2) ^ (2 * k)
  rw [formFactor_eq hz, pow_mul _ 2 k, div_pow, one_pow,
    show q ^ 2 / (4 * z ^ 2) = ((2 * z)⁻¹ * q) ^ 2 by ring]
```

## (h) The mean inverse distance, twice

Show that

(2/π) ∫₀^∞ F dq = z and ∫₀^∞ ρ(r)/r dr = z.

**Solution.** By (g) and (f), the first is (2/π) · 2z · π/4 = z. By (b), the second is 4z³ ∫₀^∞ r exp(-2zr) dr = 4z³/(2z)² = z.

```lean
/-- For `z > 0`, the mean inverse distance from the nucleus and `2/π` times the integrated form
factor are both equal to `z`. -/
theorem attraction_from_formFactor {z : ℝ} (hz : 0 < z) :
    2 / π * ∫ q in Ioi (0 : ℝ), formFactor z q = z ∧
    ∫ r in Ioi (0 : ℝ), density z r / r = z := by
  constructor
  · have h := integral_formFactor_pow hz 1
    simp only [pow_one, mul_one] at h
    rw [h, lorentz_integrals.1]
    field_simp
    norm_num
  · have h : ∀ r ∈ Ioi (0 : ℝ), density z r / r
        = 4 * z ^ 3 * (r ^ 1 * Real.exp (-(2 * z * r))) := by
      intro r hr
      have hr0 : r ≠ 0 := (mem_Ioi.mp hr).ne'
      rw [density]
      field_simp
    rw [setIntegral_congr_fun measurableSet_Ioi h, integral_const_mul,
      integral_pow_mul_exp (by positivity : 0 < 2 * z) 1, Nat.factorial_one, Nat.cast_one]
    field_simp
    ring
```

## (i) The squared form factor

Show that

(2/π) ∫₀^∞ F² dq = 5z/8.

**Solution.** By (g) and (f), it is (2/π) · 2z · 5π/32 = 5z/8.

```lean
/-- For `z > 0`, the integral of the squared form factor, times `2/π`, is `5z/8`. -/
theorem integral_formFactor_sq {z : ℝ} (hz : 0 < z) :
    2 / π * ∫ q in Ioi (0 : ℝ), formFactor z q ^ 2 = 5 * z / 8 := by
  have h : ∫ q in Ioi (0 : ℝ), formFactor z q ^ 2 = 2 * z * (5 * π / 32) :=
    (integral_formFactor_pow hz 2).trans (congrArg (fun t => 2 * z * t) lorentz_integrals.2)
  rw [h]
  field_simp
  norm_num
```

## (j) The integrated intensity

Show that for every real Z

(1/π) ∫₀^∞ [I(q) - Z² - 2] dq = -2Zz + 5z/8.

**Solution.** Expanding,

I = Z² - 4ZF + 4F² + 2 - 2F²,

so the integrand is 2F² - 4ZF. By (i) and (h), its two terms contribute 5z/8 and -2Zz. Lean obtains integrability of F and F² from their nonzero integrals, as in (c), and `linear_combination` adds the two results.

By (h), -2Zz is the attraction of two electrons to the nucleus. Reading 5z/8 as their mean repulsion uses the Fourier transform of 1/r₁₂, a textbook step added here to interpret the checked value.

```lean
/-- Tavard relation for 1s² with `z > 0`: the scattered intensity less the constant `Z² + 2`,
integrated over momentum transfer and divided by `π`, equals `-2Zz + 5z/8`. -/
theorem tavard_relation {z : ℝ} (hz : 0 < z) (Z : ℝ) :
    1 / π * ∫ q in Ioi (0 : ℝ), (intensity Z z q - (Z ^ 2 + 2))
      = -2 * Z * z + 5 * z / 8 := by
  have h1 := (attraction_from_formFactor hz).1
  have h2 := integral_formFactor_sq hz
  -- a nonzero integral certifies integrability
  have i1 : IntegrableOn (fun q => formFactor z q) (Ioi 0) := by
    by_contra hc
    rw [integral_undef hc, mul_zero] at h1
    linarith
  have i2 : IntegrableOn (fun q => formFactor z q ^ 2) (Ioi 0) := by
    by_contra hc
    rw [integral_undef hc, mul_zero] at h2
    linarith
  have h : ∀ q, intensity Z z q - (Z ^ 2 + 2)
      = 2 * formFactor z q ^ 2 - 4 * Z * formFactor z q := by
    intro q
    rw [intensity]
    ring
  simp only [h]
  rw [integral_sub (i2.const_mul _) (i1.const_mul _), integral_const_mul, integral_const_mul]
  linear_combination h2 - 2 * Z * h1

end

end TavardHeliumLike
```

```lean
#print axioms TavardHeliumLike.tavard_relation
-- 'TavardHeliumLike.tavard_relation' depends on axioms: [propext, Classical.choice, Quot.sound]
```

## Helium with z = 27/16

In a variational calculation restricted to this one-parameter product state, the area supplies the potential energy, and the kinetic energy is z². The total z² - 2Zz + 5z/8 is lowest where 2z - 2Z + 5/8 = 0, so z = Z - 5/16. For helium, Z = 2 and z = 27/16 = 1.6875. The area divided by π is then

-4 · 1.6875 + 5 · 1.6875/8 = -6.7500 + 1.0547 = -5.6953 hartree.

Adding z² = 2.8477 gives a total energy of -2.8477 hartree.

When the area is computed from an intensity curve, the quadrature stops at some largest momentum transfer Q. In this model F ≈ 16z⁴/q⁴ at large q, so for Z > 0 the missing tail contributes about -64Zz⁴/(3πQ³) to the result.
